# Summed over all nearest-neighbour cuts, the entanglement entropy of a chain of spin-1/2 singlet pairs is ln 2 times the total partner distance

## Do interleaved singlets still count one by one?

Put four spins one half on sites 0, 1, 2, 3 and pair them into two singlets. With pairs (0,1) and (2,3), the three cuts between neighbouring sites are crossed by 1, 0 and 1 singlets. With the nested pairs (0,3) and (1,2) the counts are 1, 2, 1, and the interleaved pairs (0,2) and (1,3) give 1, 2, 1 as well. If every crossing singlet is worth $\ln 2$, the totals are $2\ln 2$, $4\ln 2$ and $4\ln 2$.

I am unsure about that "if". Does the von Neumann entropy really just count singlets, however they interleave? And for a longer chain, is placing all partners next to each other always the order with the smallest total?

## A cut singlet contributes a factor 1/2, an uncut one a factor 1

Yes to both, provided the state is a single product of singlets.

Let the chain have $2n$ sites, numbered from 0, and let pair $k$ occupy the sites $e(k,0)$ and $e(k,1)$. The singlet amplitudes are $\sigma(\uparrow,\downarrow)=1/\sqrt2$, $\sigma(\downarrow,\uparrow)=-1/\sqrt2$, and zero for parallel spins. A spin configuration $s$ has the amplitude

$$\psi(s)=\prod_k \sigma\big(s_{e(k,0)},s_{e(k,1)}\big).$$

For a block $A$ of sites, write $s=(a,b)$ with $a$ on the block and $b$ on the rest, and set $M_{ab}=\psi(a,b)$. The reduced density matrix is $\rho=MM^\dagger$. Since the amplitudes are real,

$$(MM^\dagger M)_{ab}=\sum_{a',b'}\psi(a,b')\,\psi(a',b')\,\psi(a',b).$$

Every site belongs to exactly one pair, so this sum factors into one sum per pair. Let $t,u$ be the spins of a pair in $(a,b)$, and $x,y$ its spins in $(a',b')$.

- If both ends lie on the same side of the cut, the factor is $\sigma(t,u)\sum_{x,y}\sigma(x,y)^2=\sigma(t,u)$.
- If only the first end lies in $A$, the factor is $\sum_{x,y}\sigma(t,y)\sigma(x,y)\sigma(x,u)=(\sigma\sigma^T\sigma)(t,u)=\tfrac12\sigma(t,u)$, because $\sigma\sigma^T=\tfrac12 I$. If only the second end lies in $A$, the same sum appears with its factors reordered.

With $c$ cut singlets, therefore, $MM^\dagger M=2^{-c}M$. Multiplying by $M^\dagger$ from the right gives $\rho^2=2^{-c}\rho$. The trace is $\sum_s\psi(s)^2=\prod_k\sum_{x,y}\sigma(x,y)^2=1$. Each eigenvalue $p$ of $\rho$ obeys $p^2=2^{-c}p$, so it is $0$ or $2^{-c}$, and

$$-\sum p\ln p=c\ln 2\sum p=c\ln 2.$$

Interleaving never enters: only the number of cut pairs does.

Now take the cuts $1\le m<2n$, with the first $m$ sites on the left. A pair on sites $i<j$ is cut exactly when $i<m\le j$, which holds for $j-i$ values of $m$. Exchanging the sums over cuts and pairs gives

$$S_{\text{tot}}=\ln 2\sum_k d_k,\qquad d_k=|e(k,1)-e(k,0)|.$$

Partners sit on different sites, so $d_k\ge1$ and $S_{\text{tot}}\ge n\ln2$. Equality requires every $d_k$ to be 1.

For matrix-product calculations, where the site order can change the entanglement across a cut, this says that adjacent partners minimise the summed entropy when the state is one fixed product of spin singlets.

Here is the same argument in Lean 4 with Mathlib.

```lean
import Mathlib

open Matrix

namespace SingletChainEntropy

noncomputable section

/-- A pairing of the `2n` chain positions: pair `k` occupies the sites `e (k, 0)` and
`e (k, 1)`. -/
abbrev Pairing (n : ℕ) := Fin n × Fin 2 ≃ Fin (2 * n)

/-- Amplitudes of the normalised two-spin singlet (`true` is spin up, `false` spin down). -/
def singlet : Bool → Bool → ℝ
  | true, true => 0
  | true, false => 1 / √2
  | false, true => -(1 / √2)
  | false, false => 0

/-- The valence-bond state: the amplitude of a spin configuration is the product of the
singlet amplitudes of all pairs. -/
def valenceBondState {n : ℕ} (e : Pairing n) (s : Fin (2 * n) → Bool) : ℝ :=
  ∏ k, singlet (s (e (k, 0))) (s (e (k, 1)))

/-- The spin configuration of the chain that is `a` on the block `A` and `b` on the rest. -/
def glue {n : ℕ} (A : Finset (Fin (2 * n))) (a : {i // i ∈ A} → Bool)
    (b : {i // i ∉ A} → Bool) : Fin (2 * n) → Bool :=
  fun i => if h : i ∈ A then a ⟨i, h⟩ else b ⟨i, h⟩

/-- The valence-bond state as a matrix: rows are configurations of the block `A`, columns
are configurations of the rest. -/
def amplitudeMatrix {n : ℕ} (e : Pairing n) (A : Finset (Fin (2 * n))) :
    Matrix ({i // i ∈ A} → Bool) ({i // i ∉ A} → Bool) ℂ :=
  Matrix.of fun a b => (valenceBondState e (glue A a b) : ℂ)

/-- The von Neumann entropy `-∑ p ln p` over the eigenvalues `p` of a Hermitian matrix. -/
def vonNeumannEntropy {ι : Type*} [Fintype ι] [DecidableEq ι] {ρ : Matrix ι ι ℂ}
    (h : ρ.IsHermitian) : ℝ := ∑ i, Real.negMulLog (h.eigenvalues i)

/-- The entanglement entropy of the block `A`: the entropy of its reduced density matrix
`M Mᴴ`, with `M` the amplitude matrix. -/
def blockEntropy {n : ℕ} (e : Pairing n) (A : Finset (Fin (2 * n))) : ℝ :=
  vonNeumannEntropy (Matrix.isHermitian_mul_conjTranspose_self (amplitudeMatrix e A))

/-- The number of singlets with exactly one end in the block `A`. -/
def crossingNumber {n : ℕ} (e : Pairing n) (A : Finset (Fin (2 * n))) : ℕ :=
  (Finset.univ.filter fun k => ¬(e (k, 0) ∈ A ↔ e (k, 1) ∈ A)).card

/-- The first `m` sites of the chain. -/
def leftBlock (n m : ℕ) : Finset (Fin (2 * n)) := Finset.univ.filter fun i => (i : ℕ) < m

/-- The sum of the entanglement entropies over all nearest-neighbour cuts of the chain. -/
def totalEntropy {n : ℕ} (e : Pairing n) : ℝ :=
  ∑ m ∈ Finset.Ico 1 (2 * n), blockEntropy e (leftBlock n m)

/-- The distance along the chain between the two partners of pair `k`. -/
def partnerDistance {n : ℕ} (e : Pairing n) (k : Fin n) : ℕ :=
  (((e (k, 1) : ℕ) : ℤ) - ((e (k, 0) : ℕ) : ℤ)).natAbs

/-- A sum over all spin configurations of a product over pairs is the product of the
sums over the spins of each pair. -/
theorem sum_pairs {n : ℕ} (e : Pairing n) (F : Fin n → Bool → Bool → ℝ) :
    ∑ s : Fin (2 * n) → Bool, ∏ k, F k (s (e (k, 0))) (s (e (k, 1))) =
      ∏ k, ∑ x, ∑ y, F k x y := by
  have h1 : ∀ k, ∑ x, ∑ y, F k x y = ∑ u : Fin 2 → Bool, F k (u 0) (u 1) := fun k => by
    rw [← Fintype.sum_prod_type' (f := F k)]
    exact ((finTwoArrowEquiv Bool).sum_comp (fun p => F k p.1 p.2)).symm
  simp_rw [h1]
  rw [Finset.prod_univ_sum, Fintype.piFinset_univ]
  exact Fintype.sum_equiv
    ((e.arrowCongr (Equiv.refl Bool)).symm.trans (Equiv.curry _ _ _)) _ _ (fun s => rfl)

/-- Summing over the configurations of a block and of the rest is summing over the
configurations of the chain. -/
theorem sum_glue {n : ℕ} (A : Finset (Fin (2 * n))) (f : (Fin (2 * n) → Bool) → ℝ) :
    ∑ a, ∑ b, f (glue A a b) = ∑ s, f s := by
  rw [← Fintype.sum_prod_type' (f := fun a b => f (glue A a b))]
  exact (Equiv.piEquivPiSubtypeProd (fun i => i ∈ A) (fun _ => Bool)).symm.sum_comp f

/-- Contracting three copies of a singlet, with `P` and `Q` telling whether its ends lie in
the block, returns the singlet, with a factor `1/2` exactly when it is cut. -/
theorem singlet_contract (P Q : Prop) [Decidable P] [Decidable Q] (t u : Bool) :
    ∑ x, ∑ y, singlet (if P then t else x) (if Q then u else y) * singlet x y *
      singlet (if P then x else t) (if Q then y else u) =
      (if ¬(P ↔ Q) then 1 / 2 else 1) * singlet t u := by
  obtain ⟨r, hr, htf, hft⟩ : ∃ r : ℝ, r * r = 1 / 2 ∧ singlet true false = r ∧
      singlet false true = -r :=
    ⟨1 / √2, by rw [div_mul_div_comm, Real.mul_self_sqrt (by norm_num)]; norm_num, rfl, rfl⟩
  have htt : singlet true true = 0 := rfl
  have hff : singlet false false = 0 := rfl
  have hr3 : r * r * r = r / 2 := by rw [hr]; ring
  by_cases hP : P <;> by_cases hQ : Q <;> cases t <;> cases u <;>
    simp only [hP, hQ, Fintype.sum_bool, if_true, if_false, iff_self, iff_true, iff_false,
      not_true_eq_false, not_false_eq_true, htt, hff, htf, hft] <;>
    linarith

/-- The amplitude matrix obeys `M Mᴴ M = 2^(-c) M`, with `c` the number of singlets that
cross the boundary of the block. -/
theorem amplitudeMatrix_contract {n : ℕ} (e : Pairing n) (A : Finset (Fin (2 * n))) :
    amplitudeMatrix e A * (amplitudeMatrix e A)ᴴ * amplitudeMatrix e A =
      (((1 / 2 : ℝ) ^ crossingNumber e A : ℝ) : ℂ) • amplitudeMatrix e A := by
  -- the triple contraction factors over the pairs
  have key : ∀ t : Fin (2 * n) → Bool,
      ∑ s : Fin (2 * n) → Bool, valenceBondState e (fun i => if i ∈ A then t i else s i) *
        valenceBondState e s * valenceBondState e (fun i => if i ∈ A then s i else t i) =
      (1 / 2 : ℝ) ^ crossingNumber e A * valenceBondState e t := by
    intro t
    have hc : (1 / 2 : ℝ) ^ crossingNumber e A =
        ∏ k, if ¬(e (k, 0) ∈ A ↔ e (k, 1) ∈ A) then (1 / 2 : ℝ) else 1 := by
      rw [Finset.prod_ite, Finset.prod_const, Finset.prod_const_one, mul_one, crossingNumber]
    simp only [valenceBondState, ← Finset.prod_mul_distrib]
    refine (sum_pairs e (fun k x y =>
      singlet (if e (k, 0) ∈ A then t (e (k, 0)) else x)
        (if e (k, 1) ∈ A then t (e (k, 1)) else y) * singlet x y *
      singlet (if e (k, 0) ∈ A then x else t (e (k, 0)))
        (if e (k, 1) ∈ A then y else t (e (k, 1))))).trans ?_
    rw [hc, ← Finset.prod_mul_distrib]
    exact Finset.prod_congr rfl fun k _ => singlet_contract _ _ _ _
  have hmix : ∀ a b a' b', (fun i => if i ∈ A then glue A a b i else glue A a' b' i) =
      glue A a b' := by
    intro a b a' b'
    funext i
    by_cases h : i ∈ A <;> simp [glue, h]
  ext a b
  have h := key (glue A a b)
  rw [← sum_glue A] at h
  simp only [hmix] at h
  simp only [Matrix.mul_apply, Matrix.conjTranspose_apply, Matrix.smul_apply, smul_eq_mul,
    Finset.sum_mul, amplitudeMatrix, Matrix.of_apply, Complex.star_def, Complex.conj_ofReal]
  exact_mod_cast h

/-- A Hermitian matrix of trace one with `ρ² = c ρ` has von Neumann entropy `-ln c`. -/
theorem entropy_of_flat {ι : Type*} [Fintype ι] [DecidableEq ι] {ρ : Matrix ι ι ℂ}
    (h : ρ.IsHermitian) (c : ℝ) (hsq : ρ * ρ = (c : ℂ) • ρ) (htr : ρ.trace = 1) :
    vonNeumannEntropy h = -Real.log c := by
  -- every eigenvalue p satisfies p² = c p
  have hev : ∀ i, h.eigenvalues i * h.eigenvalues i = c * h.eigenvalues i := by
    intro i
    have hv := h.mulVec_eigenvectorBasis i
    have hne : (h.eigenvectorBasis i).ofLp ≠ 0 := fun h0 =>
      h.eigenvectorBasis.orthonormal.ne_zero i (by ext x; exact congrFun h0 x)
    obtain ⟨x, hx⟩ := Function.ne_iff.1 hne
    have h2 := congrArg (fun B => (B *ᵥ (h.eigenvectorBasis i).ofLp) x) hsq
    simp only [← Matrix.mulVec_mulVec, hv, Matrix.mulVec_smul, Matrix.smul_mulVec,
      Pi.smul_apply, smul_eq_mul, Complex.real_smul] at h2
    have h3 : ((h.eigenvalues i * h.eigenvalues i : ℝ) : ℂ) =
        ((c * h.eigenvalues i : ℝ) : ℂ) :=
      mul_right_cancel₀ hx (by push_cast; linear_combination h2)
    exact_mod_cast h3
  have hs : ∑ i, h.eigenvalues i = 1 := by
    have ht := h.trace_eq_sum_eigenvalues
    rw [htr] at ht
    apply Complex.ofReal_injective
    rw [Complex.ofReal_sum, Complex.ofReal_one]
    exact ht.symm
  have hterm : ∀ i, Real.negMulLog (h.eigenvalues i) = h.eigenvalues i * -Real.log c := by
    intro i
    by_cases h0 : h.eigenvalues i = 0
    · simp [h0]
    · rw [← mul_right_cancel₀ h0 (hev i), Real.negMulLog]
      ring
  rw [vonNeumannEntropy, Finset.sum_congr rfl fun i _ => hterm i, ← Finset.sum_mul, hs,
    one_mul]

/-- The entanglement entropy of any block of sites is `ln 2` times the number of singlets
with exactly one end in the block. -/
theorem blockEntropy_eq {n : ℕ} (e : Pairing n) (A : Finset (Fin (2 * n))) :
    blockEntropy e A = Real.log 2 * crossingNumber e A := by
  have hr : 1 / √2 * (1 / √2) = (1 / 2 : ℝ) := by
    rw [div_mul_div_comm, Real.mul_self_sqrt (by norm_num)]; norm_num
  -- the valence-bond state is normalised
  have hn : ∑ a, ∑ b, valenceBondState e (glue A a b) * valenceBondState e (glue A a b)
      = 1 := by
    rw [sum_glue A (fun s => valenceBondState e s * valenceBondState e s)]
    simp only [valenceBondState, ← Finset.prod_mul_distrib]
    refine (sum_pairs e (fun _ x y => singlet x y * singlet x y)).trans ?_
    refine Finset.prod_eq_one fun k _ => ?_
    simp only [Fintype.sum_bool, singlet]
    linear_combination (2 : ℝ) * hr
  have htr : (amplitudeMatrix e A * (amplitudeMatrix e A)ᴴ).trace = 1 := by
    simp only [Matrix.trace, Matrix.diag_apply, Matrix.mul_apply, Matrix.conjTranspose_apply,
      amplitudeMatrix, Matrix.of_apply, Complex.star_def, Complex.conj_ofReal]
    exact_mod_cast hn
  rw [blockEntropy, entropy_of_flat _ ((1 / 2 : ℝ) ^ crossingNumber e A)
    (by rw [← Matrix.mul_assoc, amplitudeMatrix_contract, Matrix.smul_mul]) htr,
    Real.log_pow, one_div, Real.log_inv]
  ring

/-- The entropy summed over all nearest-neighbour cuts is `ln 2` times the sum of the
partner distances. -/
theorem totalEntropy_eq {n : ℕ} (e : Pairing n) :
    totalEntropy e = Real.log 2 * ((∑ k, partnerDistance e k : ℕ) : ℝ) := by
  -- each pair is cut as many times as its partners are sites apart
  have hcount : ∑ m ∈ Finset.Ico 1 (2 * n), crossingNumber e (leftBlock n m) =
      ∑ k, partnerDistance e k := by
    simp only [crossingNumber, Finset.card_filter]
    rw [Finset.sum_comm]
    refine Finset.sum_congr rfl fun k _ => ?_
    rw [← Finset.card_filter]
    have h0 := (e (k, 0)).isLt
    have h1 := (e (k, 1)).isLt
    have hset : (Finset.Ico 1 (2 * n)).filter
        (fun m => ¬(e (k, 0) ∈ leftBlock n m ↔ e (k, 1) ∈ leftBlock n m)) =
        Finset.Ioc (min (e (k, 0) : ℕ) (e (k, 1))) (max (e (k, 0) : ℕ) (e (k, 1))) := by
      ext m
      simp only [Finset.mem_filter, Finset.mem_Ico, Finset.mem_Ioc, leftBlock,
        Finset.mem_univ, true_and]
      omega
    rw [hset, Nat.card_Ioc, partnerDistance]
    omega
  rw [totalEntropy, ← hcount, Nat.cast_sum, Finset.mul_sum]
  exact Finset.sum_congr rfl fun m _ => blockEntropy_eq e _

/-- The total entropy over all cuts is at least `n ln 2`, with equality if and only if all
singlet partners are nearest neighbours. -/
theorem totalEntropy_lower_bound {n : ℕ} (e : Pairing n) :
    n * Real.log 2 ≤ totalEntropy e ∧
      (totalEntropy e = n * Real.log 2 ↔ ∀ k, partnerDistance e k = 1) := by
  have hlog : 0 < Real.log 2 := Real.log_pos (by norm_num)
  -- partners sit on different sites
  have hone : ∀ k, 1 ≤ partnerDistance e k := by
    intro k
    have hne : (e (k, 0) : ℕ) ≠ (e (k, 1) : ℕ) := fun h => by
      have h' := e.injective (Fin.ext h)
      simp at h'
    unfold partnerDistance
    omega
  have hle : n ≤ ∑ k, partnerDistance e k := by
    have h := Finset.sum_le_sum (s := Finset.univ) fun k _ => hone k
    simpa using h
  have hiff := Finset.sum_eq_sum_iff_of_le (s := Finset.univ) fun k _ => hone k
  rw [totalEntropy_eq, mul_comm (n : ℝ)]
  refine ⟨mul_le_mul_of_nonneg_left (by exact_mod_cast hle) hlog.le, fun h k => ?_,
    fun h => by simp [h]⟩
  have hs : ∑ k, partnerDistance e k = n := by
    exact_mod_cast mul_left_cancel₀ hlog.ne' h
  exact (hiff.1 (by simp [hs]) k (Finset.mem_univ k)).symm

/-- The dimerised chain, in which pair `k` occupies the sites `2k` and `2k + 1`. -/
def dimerPairing (n : ℕ) : Pairing n :=
  finProdFinEquiv.trans (finCongr (Nat.mul_comm n 2))

/-- The dimerised chain has total entropy `n ln 2`. -/
theorem totalEntropy_dimerPairing (n : ℕ) :
    totalEntropy (dimerPairing n) = n * Real.log 2 := by
  refine (totalEntropy_lower_bound _).2.2 fun k => ?_
  have h0 : (dimerPairing n (k, 0) : ℕ) = 0 + 2 * (k : ℕ) := rfl
  have h1 : (dimerPairing n (k, 1) : ℕ) = 1 + 2 * (k : ℕ) := rfl
  unfold partnerDistance
  omega

end

end SingletChainEntropy
```

```lean
#print axioms SingletChainEntropy.totalEntropy_eq
-- 'SingletChainEntropy.totalEntropy_eq' depends on axioms: [propext, Classical.choice, Quot.sound]
#print axioms SingletChainEntropy.totalEntropy_dimerPairing
-- 'SingletChainEntropy.totalEntropy_dimerPairing' depends on axioms: [propext, Classical.choice, Quot.sound]
```

## What the theorems say about the chain

A `Pairing n` is a bijection from (pair, end) to sites, so no site is left over or used twice. It also labels the two ends of each pair; swapping them changes only the sign of the state. Spins are Booleans, with `true` for up. `amplitudeMatrix` is $M$, and `vonNeumannEntropy` uses the natural logarithm of the eigenvalues of a Hermitian matrix. The value $\ln2$ per singlet is thus derived from the state and is not part of the definition of `blockEntropy`.

- `blockEntropy_eq` holds for every set of sites `A`, contiguous or not: the entropy is `Real.log 2` times `crossingNumber e A`, the number of singlets with exactly one end in `A`.
- `totalEntropy_eq` sums over the blocks `leftBlock n m` and gives $\ln 2$ times the sum of `partnerDistance e k`.
- `totalEntropy_lower_bound` gives the bound $n\ln2$ and the equality condition, that every partner distance is 1.
- `totalEntropy_dimerPairing` shows that the bound is attained by pairing sites $2k$ and $2k+1$.

The minimum is taken over pairings, not over all spin states: a fully polarised product state has no entanglement at all. Superpositions of different pairings, such as resonating valence-bond states, are not covered in general, since their amplitudes need not factor over one set of pairs. Some do: on four sites, with suitable signs, the states with pairs (0,1), (2,3) and (0,3), (1,2) add up to the one with pairs (0,2), (1,3). The sites are spins one half, not orbitals that can also be empty or doubly occupied, and no Hamiltonian selects the state.

## From the pair sums to the equality case

`sum_pairs` is the factorisation over pairs: it uses `e` to regroup a chain configuration into one two-spin configuration per pair, then exchanges product and sum. `sum_glue` identifies the double sum over $a$ and $b$ with a sum over whole configurations.

`singlet_contract` is the one-pair calculation. It splits into the four positions of the ends and the four values of $(t,u)$; with $r=1/\sqrt2$, `linarith` closes the cases from $r^2=\tfrac12$ and $r^3=r/2$. In `amplitudeMatrix_contract`, `key` multiplies these results over the pairs, and `hmix` checks that the mixed configurations are those in the matrix product.

`entropy_of_flat` applies $\rho^2=c\rho$ to an eigenvector and cancels a nonzero component to get $p^2=cp$; here `c` denotes the factor $2^{-c}$ from above. Zero eigenvalues contribute nothing, the others equal `c`, and the trace finishes the sum. `blockEntropy_eq` supplies the normalisation and the contraction.

In `totalEntropy_eq`, `Finset.sum_comm` exchanges cuts and pairs, and `hset` identifies the cuts through a pair with the interval $i<m\le j$. For the lower bound, `hone` obtains $d_k\ge1$ from the injectivity of `e`. Equality of the totals, after cancelling $\ln2>0$, gives $\sum_k d_k=n$, and `Finset.sum_eq_sum_iff_of_le` then makes every term equal to 1.
